# The step $2/(W+D)$ minimises the worst damping factor of first-order explicit imaginary-time propagation over excitation energies in $[D,W]$

The first-order explicit imaginary-time step $\psi\mapsto\psi-t(H-E_g)\psi$, with $E_g$ the ground-state energy, removes excited states from a trial state at unequal rates: a short step hardly touches the low excitations, and a long one amplifies the high ones. If the excitation energies lie between a gap $D$ and a spectral width $W$, with $0<D<W$, which fixed step length makes the slowest decay as fast as possible?

In Lean 4 with Mathlib:

```lean
import Mathlib

open Set

namespace ImaginaryTimeStep

noncomputable section

/-- The supremum of the damping factor `|1 - t x|` over excitation energies `x` in the
window `[D, W]`, for the step length `t`. -/
def worstDamping (D W t : ℝ) : ℝ := sSup ((fun x : ℝ => |1 - t * x|) '' Icc D W)

/-- The worst damping factor is nonnegative and bounds the damping factor of every excitation
energy in the window. -/
theorem worstDamping_bounds (D W t : ℝ) :
    0 ≤ worstDamping D W t ∧ ∀ x ∈ Icc D W, |1 - t * x| ≤ worstDamping D W t := by
  have hc : Continuous (fun x : ℝ => |1 - t * x|) := by fun_prop
  constructor
  · apply Real.sSup_nonneg
    rintro _ ⟨x, _, rfl⟩
    exact abs_nonneg _
  · intro x hx
    exact le_csSup (isCompact_Icc.image hc).bddAbove ⟨x, hx, rfl⟩

/-- For `D ≤ W` the worst damping factor is the larger of the factors at the two edges of the
window. -/
theorem worstDamping_eq_max {D W : ℝ} (h : D ≤ W) (t : ℝ) :
    worstDamping D W t = max |1 - t * D| |1 - t * W| := by
  have hb := (worstDamping_bounds D W t).2
  apply le_antisymm
  · apply csSup_le ((nonempty_Icc.2 h).image _)
    rintro _ ⟨x, hx, rfl⟩
    show |1 - t * x| ≤ _
    have m1 := le_max_left |1 - t * D| |1 - t * W|
    have m2 := le_max_right |1 - t * D| |1 - t * W|
    have a1 := le_abs_self (1 - t * D)
    have a2 := neg_abs_le (1 - t * D)
    have b1 := le_abs_self (1 - t * W)
    have b2 := neg_abs_le (1 - t * W)
    -- `t x` lies between `t D` and `t W`, in an order set by the sign of `t`
    rcases le_total 0 t with ht | ht
    · have p := mul_le_mul_of_nonneg_left hx.1 ht
      have q := mul_le_mul_of_nonneg_left hx.2 ht
      exact abs_le.2 ⟨by linarith, by linarith⟩
    · have p := mul_le_mul_of_nonpos_left hx.1 ht
      have q := mul_le_mul_of_nonpos_left hx.2 ht
      exact abs_le.2 ⟨by linarith, by linarith⟩
  · exact max_le (hb D ⟨le_rfl, h⟩) (hb W ⟨h, le_rfl⟩)

/-- For `0 < D < W`, both edges of the window are damped at least as well as
`(W - D) / (W + D)` exactly when the step is `2 / (W + D)`. -/
theorem edges_le_iff {D W : ℝ} (hD : 0 < D) (hDW : D < W) (t : ℝ) :
    (|1 - t * D| ≤ (W - D) / (W + D) ∧ |1 - t * W| ≤ (W - D) / (W + D)) ↔
      t = 2 / (W + D) := by
  have hW : 0 < W := hD.trans hDW
  have hs : 0 < W + D := by linarith
  have hq : 0 ≤ (W - D) / (W + D) := div_nonneg (by linarith) hs.le
  rw [eq_div_iff hs.ne']
  constructor
  · rintro ⟨h1, h2⟩
    -- the lower edge forbids shorter steps, the upper edge longer ones
    have a := (abs_le.1 h1).2
    have b : t * W - 1 ≤ (W - D) / (W + D) := by linarith [(abs_le.1 h2).1]
    rw [le_div_iff₀ hs] at a b
    apply le_antisymm
    · exact le_of_mul_le_mul_left (by nlinarith : W * (t * (W + D)) ≤ W * 2) hW
    · exact le_of_mul_le_mul_left (by nlinarith : D * 2 ≤ D * (t * (W + D))) hD
  · intro ht
    have e1 : 1 - t * D = (W - D) / (W + D) := by
      rw [eq_div_iff hs.ne']
      linear_combination (-D) * ht
    have e2 : t * W - 1 = (W - D) / (W + D) := by
      rw [eq_div_iff hs.ne']
      linear_combination W * ht
    constructor
    · rw [e1, abs_of_nonneg hq]
    · rw [abs_sub_comm, e2, abs_of_nonneg hq]

/-- For gap and spectral width `0 < D < W`, no step has a worst damping factor below
`(W - D) / (W + D)`, and this value is reached exactly at `t = 2 / (W + D)`. -/
theorem optimal_step {D W : ℝ} (hD : 0 < D) (hDW : D < W) (t : ℝ) :
    (W - D) / (W + D) ≤ worstDamping D W t ∧
      (worstDamping D W t = (W - D) / (W + D) ↔ t = 2 / (W + D)) := by
  have hW : 0 < W := hD.trans hDW
  have hb := (worstDamping_bounds D W t).2
  have h1 := hb D ⟨le_rfl, hDW.le⟩
  have h2 := hb W ⟨hDW.le, le_rfl⟩
  have low : (W - D) / (W + D) ≤ worstDamping D W t := by
    rw [div_le_iff₀ (by linarith)]
    -- weight the two edge inequalities so that `t` drops out
    have p := mul_le_mul_of_nonneg_left ((le_abs_self _).trans h1) hW.le
    have q := mul_le_mul_of_nonneg_left ((neg_le_abs _).trans h2) hD.le
    nlinarith
  refine ⟨low, fun h => ?_, fun h => ?_⟩
  · exact (edges_le_iff hD hDW t).1 ⟨h ▸ h1, h ▸ h2⟩
  · apply le_antisymm _ low
    rw [worstDamping_eq_max hDW.le]
    exact max_le_iff.2 ((edges_le_iff hD hDW t).2 h)

/-- For `0 < D ≤ W`, the worst damping factor is below one exactly for steps
`0 < t < 2 / W`. -/
theorem worstDamping_lt_one_iff {D W : ℝ} (hD : 0 < D) (hDW : D ≤ W) (t : ℝ) :
    worstDamping D W t < 1 ↔ 0 < t ∧ t < 2 / W := by
  rw [worstDamping_eq_max hDW, max_lt_iff, abs_lt, abs_lt, lt_div_iff₀ (hD.trans_le hDW)]
  constructor
  · rintro ⟨⟨_, h1⟩, ⟨h2, _⟩⟩
    exact ⟨(mul_pos_iff_of_pos_right hD).1 (by linarith), by linarith⟩
  · rintro ⟨ht, h⟩
    have p := mul_pos ht hD
    have q := mul_le_mul_of_nonneg_left hDW ht.le
    refine ⟨⟨?_, ?_⟩, ⟨?_, ?_⟩⟩ <;> linarith

variable {V : Type*} [NormedAddCommGroup V] [InnerProductSpace ℂ V]

/-- The shifted explicit imaginary-time step `ψ ↦ ψ - t (H - E₀) ψ`. -/
def imagStep (H : V →ₗ[ℂ] V) (E₀ t : ℝ) : V →ₗ[ℂ] V :=
  LinearMap.id - (t : ℂ) • (H - (E₀ : ℂ) • LinearMap.id)

variable [FiniteDimensional ℂ V] {H : V →ₗ[ℂ] V} {n : ℕ}

/-- The component of `ψ` along the eigenvector number `g` of the Hamiltonian `H`. -/
def component (hH : H.IsSymmetric) (hn : Module.finrank ℂ V = n) (g : Fin n) (ψ : V) : V :=
  (hH.eigenvectorBasis hn).repr ψ g • hH.eigenvectorBasis hn g

/-- An imaginary-time step multiplies an eigenvector of energy `E` by `1 - t (E - E₀)`. -/
theorem imagStep_eigenvector (hH : H.IsSymmetric) (hn : Module.finrank ℂ V = n)
    (E₀ t : ℝ) (i : Fin n) :
    imagStep H E₀ t (hH.eigenvectorBasis hn i) =
      ((1 - t * (hH.eigenvalues hn i - E₀) : ℝ) : ℂ) • hH.eigenvectorBasis hn i := by
  have h : H (hH.eigenvectorBasis hn i) =
      ((hH.eigenvalues hn i : ℝ) : ℂ) • hH.eigenvectorBasis hn i :=
    hH.apply_eigenvectorBasis hn i
  simp only [imagStep, LinearMap.sub_apply, LinearMap.smul_apply, LinearMap.id_apply, h]
  push_cast
  module

/-- An imaginary-time step multiplies the amplitude of any state on an eigenvector of energy
`E` by `1 - t (E - E₀)`. -/
theorem imagStep_amplitude (hH : H.IsSymmetric) (hn : Module.finrank ℂ V = n)
    (E₀ t : ℝ) (ψ : V) (i : Fin n) :
    (hH.eigenvectorBasis hn).repr (imagStep H E₀ t ψ) i =
      ((1 - t * (hH.eigenvalues hn i - E₀) : ℝ) : ℂ) * (hH.eigenvectorBasis hn).repr ψ i := by
  have h : (hH.eigenvectorBasis hn).repr (H ψ) i =
      ((hH.eigenvalues hn i : ℝ) : ℂ) * (hH.eigenvectorBasis hn).repr ψ i :=
    hH.eigenvectorBasis_apply_self_apply hn ψ i
  simp only [imagStep, LinearMap.sub_apply, LinearMap.smul_apply, LinearMap.id_apply,
    map_sub, map_smul, PiLp.sub_apply, PiLp.smul_apply, smul_eq_mul, h]
  push_cast
  ring

/-- If all other levels lie between `D` and `W` above level `g`, and the shift is the energy of `g`,
then after `k` steps the distance of the state to the component of `ψ` along `g` is at most the
`k`-th power of the worst damping factor times the initial distance. -/
theorem iterate_error_le (hH : H.IsSymmetric) (hn : Module.finrank ℂ V = n) (g : Fin n)
    {D W : ℝ} (hgap : ∀ i ≠ g, hH.eigenvalues hn i - hH.eigenvalues hn g ∈ Icc D W)
    (t : ℝ) (ψ : V) (k : ℕ) :
    ‖(⇑(imagStep H (hH.eigenvalues hn g) t))^[k] ψ - component hH hn g ψ‖ ≤
      worstDamping D W t ^ k * ‖ψ - component hH hn g ψ‖ := by
  obtain ⟨hq, hF⟩ := worstDamping_bounds D W t
  have parseval : ∀ x : V, ‖x‖ ^ 2 = ∑ i, ‖(hH.eigenvectorBasis hn).repr x i‖ ^ 2 := by
    intro x
    rw [← (hH.eigenvectorBasis hn).repr.norm_map x, EuclideanSpace.norm_sq_eq]
  -- without amplitude on `g`, one step scales the norm by at most the worst damping factor
  have contract : ∀ χ : V, (hH.eigenvectorBasis hn).repr χ g = 0 →
      ‖imagStep H (hH.eigenvalues hn g) t χ‖ ≤ worstDamping D W t * ‖χ‖ := by
    intro χ h0
    apply (sq_le_sq₀ (norm_nonneg _) (mul_nonneg hq (norm_nonneg _))).1
    rw [mul_pow, parseval (imagStep H (hH.eigenvalues hn g) t χ), parseval χ, Finset.mul_sum]
    apply Finset.sum_le_sum
    intro i _
    rw [imagStep_amplitude, norm_mul, mul_pow, Complex.norm_real, Real.norm_eq_abs]
    by_cases hi : i = g
    · rw [hi, h0]
      simp
    · exact mul_le_mul_of_nonneg_right
        (pow_le_pow_left₀ (abs_nonneg _) (hF _ (hgap i hi)) 2) (sq_nonneg _)
  -- the component along `g` is a fixed point
  have fixed : imagStep H (hH.eigenvalues hn g) t (component hH hn g ψ) =
      component hH hn g ψ := by
    rw [component, map_smul, imagStep_eigenvector]
    simp
  suffices h : (hH.eigenvectorBasis hn).repr
      ((⇑(imagStep H (hH.eigenvalues hn g) t))^[k] ψ - component hH hn g ψ) g = 0 ∧
      ‖(⇑(imagStep H (hH.eigenvalues hn g) t))^[k] ψ - component hH hn g ψ‖ ≤
        worstDamping D W t ^ k * ‖ψ - component hH hn g ψ‖ from h.2
  induction k with
  | zero => exact ⟨by simp [component], by simp⟩
  | succ k ih =>
    rw [Function.iterate_succ_apply']
    nth_rewrite 1 [← fixed]
    nth_rewrite 2 [← fixed]
    rw [← map_sub]
    refine ⟨by rw [imagStep_amplitude, ih.1, mul_zero], ?_⟩
    refine (contract _ ih.1).trans ((mul_le_mul_of_nonneg_left ih.2 hq).trans_eq ?_)
    ring

/-- Let `0 < D < W` and let the spectrum contain levels exactly `D` and `W` above level `g`. If the
shift is the energy of `g`, any step other than `2 / (W + D)` leaves at least one of these two
normalised eigenstates with a norm above `(W - D) / (W + D)`. -/
theorem other_steps_are_worse (hH : H.IsSymmetric) (hn : Module.finrank ℂ V = n)
    {g i j : Fin n} {D W t : ℝ} (hD : 0 < D) (hDW : D < W)
    (hi : hH.eigenvalues hn i - hH.eigenvalues hn g = D)
    (hj : hH.eigenvalues hn j - hH.eigenvalues hn g = W) (ht : t ≠ 2 / (W + D)) :
    (W - D) / (W + D) <
      max ‖imagStep H (hH.eigenvalues hn g) t (hH.eigenvectorBasis hn i)‖
        ‖imagStep H (hH.eigenvalues hn g) t (hH.eigenvectorBasis hn j)‖ := by
  rw [imagStep_eigenvector, imagStep_eigenvector, hi, hj, norm_smul, norm_smul,
    (hH.eigenvectorBasis hn).orthonormal.1 i, (hH.eigenvectorBasis hn).orthonormal.1 j,
    mul_one, mul_one, Complex.norm_real, Complex.norm_real, Real.norm_eq_abs, Real.norm_eq_abs]
  by_contra h
  exact ht ((edges_le_iff hD hDW t).1 (max_le_iff.1 (not_lt.1 h)))

/-- Let `0 < D < W`, let all other levels lie between `D` and `W` above level `g`, and let the shift
be the energy of `g`. Then `k` steps of length `2 / (W + D)` bring the distance to the component of
`ψ` along `g` down to at most `((W - D) / (W + D)) ^ k` times its initial value. -/
theorem optimal_convergence (hH : H.IsSymmetric) (hn : Module.finrank ℂ V = n) (g : Fin n)
    {D W : ℝ} (hD : 0 < D) (hDW : D < W)
    (hgap : ∀ i ≠ g, hH.eigenvalues hn i - hH.eigenvalues hn g ∈ Icc D W) (ψ : V) (k : ℕ) :
    ‖(⇑(imagStep H (hH.eigenvalues hn g) (2 / (W + D))))^[k] ψ - component hH hn g ψ‖ ≤
      ((W - D) / (W + D)) ^ k * ‖ψ - component hH hn g ψ‖ := by
  have h := iterate_error_le hH hn g hgap (2 / (W + D)) ψ k
  rwa [(optimal_step hD hDW _).2.2 rfl] at h

end

end ImaginaryTimeStep
```

```lean
#print axioms ImaginaryTimeStep.worstDamping_bounds
-- 'ImaginaryTimeStep.worstDamping_bounds' depends on axioms: [propext, Classical.choice, Quot.sound]
#print axioms ImaginaryTimeStep.worstDamping_lt_one_iff
-- 'ImaginaryTimeStep.worstDamping_lt_one_iff' depends on axioms: [propext, Classical.choice, Quot.sound]
#print axioms ImaginaryTimeStep.other_steps_are_worse
-- 'ImaginaryTimeStep.other_steps_are_worse' depends on axioms: [propext, Classical.choice, Quot.sound]
#print axioms ImaginaryTimeStep.optimal_convergence
-- 'ImaginaryTimeStep.optimal_convergence' depends on axioms: [propext, Classical.choice, Quot.sound]
```

## The damping factor over a window of energies

A component with excitation energy $x$ is multiplied by $1-tx$ in a step of length $t$. The quantity to be made small is therefore

$$F(t)=\sup_{x\in[D,W]}|1-tx| ,$$

which is `worstDamping D W t` in the code. It is defined as an actual supremum over the closed interval `Icc D W`, and $t$ may be any real number, including zero and negative values.

The theorem `optimal_step` says that for $0<D<W$ and every $t$,

$$F(t)\ \ge\ q:=\frac{W-D}{W+D},\qquad F(t)=q\iff t=\frac{2}{W+D}.$$

The hypothesis `hD : 0 < D` stands for a finite gap above the ground state. At $D=0<W$ the value $q$ would be $1$, and every step in $[0,2/W]$ would reach it, so uniqueness is lost when the gap closes.

A companion result, `worstDamping_lt_one_iff`, gives the stability window: for $0<D\le W$, $F(t)<1$ exactly when $0<t<2/W$.

## The Hamiltonian behind the factor

The state space `V` is a complex inner product space, taken as finite-dimensional from the definition of `component` onwards, and `H` is a linear map on it. The hypothesis `H.IsSymmetric` says that $H$ is Hermitian, and `hn` names the dimension $n$. Mathlib's spectral theorem then supplies an orthonormal eigenbasis $\varphi_i$, written `hH.eigenvectorBasis hn i`, with energies $E_i$, written `hH.eigenvalues hn i`. The amplitude $c_i=\langle\varphi_i,\psi\rangle$ is `(hH.eigenvectorBasis hn).repr ψ i`.

The definition `imagStep H E₀ t` is the map $\psi\mapsto\psi-t(H-E_0)\psi$. Here $E_0$ is an arbitrary real energy shift, not the eigenvalue $E_i$ with $i=0$. The step length $t$ has the dimension of an inverse energy, and the state is not renormalised after a step. The target of the iteration is `component hH hn g ψ`, that is $c_g\varphi_g$: the part of the initial state along level $g$, with its original amplitude. If $c_g=0$, the target is the zero vector.

In the convergence theorems the shift is exactly $E_g$, and `hgap` requires $E_i-E_g\in[D,W]$ for every $i\neq g$. With $D>0$ this makes $g$ a nondegenerate ground level. Under these conditions `optimal_convergence` states that, for $t=2/(W+D)$, the state $\psi_k$ after $k$ steps satisfies

$$\|\psi_k-c_g\varphi_g\|\le q^k\,\|\psi-c_g\varphi_g\| .$$

The model idealises in two ways: the ground energy is known in advance, and $H$ is fixed, whereas a self-consistent field Hamiltonian changes with the orbitals. For such a fixed Hamiltonian in a finite basis, the result shows how high-energy basis functions slow this first-order propagation: if they raise $W$ while $D$ stays put, the optimal factor $q=1-2D/(W+D)$ approaches one.

## Balancing the two edges

As $x$ runs from $D$ to $W$, the number $1-tx$ stays between $1-tD$ and $1-tW$. Its absolute value is thus at most the larger of the two edge values, and both edges belong to the window:

$$F(t)=\max\bigl(|1-tD|,\,|1-tW|\bigr).$$

This is `worstDamping_eq_max`. Its proof splits on the sign of $t$, which decides the order of $tD$ and $tW$. The preceding lemma, `worstDamping_bounds`, uses the compactness of the interval to show that the supremum bounds every individual factor.

For the lower bound, keep one sign at each edge:

$$1-tD\le F(t),\qquad tW-1\le F(t).$$

Multiply the first inequality by $W$, the second by $D$, and add. The terms in $t$ cancel, leaving $W-D\le(W+D)F(t)$. In `optimal_step`, `nlinarith` combines the two weighted inequalities.

For equality, suppose that both edge factors are at most $q$. Then

$$tD\ge 1-q=\frac{2D}{W+D},\qquad tW\le 1+q=\frac{2W}{W+D}.$$

Dividing by $D$ and by $W$ confines $t$ from both sides to $2/(W+D)$. Conversely, at this step $1-tD=q$ and $1-tW=-q$, so the two edges are damped equally, with opposite signs. This equivalence is `edges_le_iff`; the code clears the denominator $W+D$ first and then cancels the positive factors $W$ and $D$.

The stability window comes from the same two edges. The condition $|1-tD|<1$ requires $tD>0$, and $|1-tW|<1$ requires $tW<2$. In the other direction, $0<t<2/W$ gives $0<tD\le tW<2$, so both factors are below one.

## From one step to $k$ steps

Applying the step to an eigenvector gives

$$\varphi_i-t(H-E_0)\varphi_i=\bigl(1-t(E_i-E_0)\bigr)\varphi_i ,$$

which is `imagStep_eigenvector`. The lemma `imagStep_amplitude` says the same of the amplitudes $c_i$ of an arbitrary state. With $E_0=E_g$, the factor for level $g$ is one, so $c_g\varphi_g$ is a fixed point.

Let $\chi$ be a state with no amplitude on $g$, and let $\chi'$ be its image after one step. Writing $a_i$ for the amplitudes of $\chi$, Parseval's identity gives

$$\|\chi'\|^2=\sum_{i\ne g}|1-t(E_i-E_g)|^2|a_i|^2\le F(t)^2\|\chi\|^2 .$$

The initial error $\psi-c_g\varphi_g$ is such a state. By linearity and the fixed point, the error after the next step is the image of the present error, and it again has no amplitude on $g$. Repeating the estimate $k$ times gives the factor $F(t)^k$.

The proof of `iterate_error_le` has this structure. Its local statements `parseval`, `contract` and `fixed` are the three ingredients, and the induction on $k$ carries the vanishing amplitude along with the norm bound, because `contract` needs it at every step. Inserting $F(2/(W+D))=q$ then yields `optimal_convergence`.

The theorem `other_steps_are_worse` concerns a spectrum that contains levels exactly $D$ and $W$ above $g$. The corresponding normalised eigenvectors have norms $|1-tD|$ and $|1-tW|$ after one step. If both were at most $q$, `edges_le_iff` would force $t=2/(W+D)$, so for any other step at least one norm exceeds $q$. When $D$ and $W$ are only outer bounds on the excitation energies, a different step may suit the actual spectrum better.

## Three levels at energies 0, 1 and 4

Take $D=1$ and $W=4$ in some energy unit, with the ground level at zero. The optimal step is $t=2/5$, and $q=3/5$. The three amplitudes are multiplied by

$$1,\qquad 1-\tfrac25=\tfrac35,\qquad 1-\tfrac85=-\tfrac35 .$$

Both excited amplitudes shrink by the same factor in magnitude, so here the error norm is multiplied by exactly $3/5$ in each step, and after five steps it is $(3/5)^5\approx0.078$ of its initial value.

The shorter step $t=0.3$ gives excited-state factors $0.7$ and $-0.2$: the upper level decays faster, but the lower one now limits convergence. At $t=2/W=0.5$ the factors are $0.5$ and $-1$, and the upper amplitude only changes sign from step to step.
